# The second moment bounds the band energy of a traceless Hermitian Hamiltonian at fixed filling

## With more than two levels, does tr H² still set a floor?

Take two sites with hopping −1 and no on-site energies, and put one electron in the symmetric orbital. Its energy is −1. Here tr H = 0 and tr H² = 2, and those two numbers already force the levels to be ±1, so no choice of orbital could have gone below −1.

With three or more levels, the trace and the second moment no longer fix the spectrum. If I fill N of n orbitals, do they still limit how low the band energy can go? A direct Cauchy–Schwarz estimate gives me −√(N tr H²), which is −√2 for the two-site case and so misses the true value. What have I left out?

## Yes: subtract the uniform filling N/n from the projector

What is missing is that a traceless H does not see the uniform part of the occupation. In your two-site case the projector P has all four elements equal to 1/2. Removing its mean diagonal element leaves

B = P − ½·1, with B₁₁ = B₂₂ = 0 and B₁₂ = B₂₁ = ½.

This B gives the same energy as P, but tr B² = 1/2 whereas tr P² = 1. The estimate becomes √(½ · 2) = 1, which is the exact magnitude.

In general, let H be a traceless Hermitian n × n matrix with n > 0, and let P be an orthogonal projector of rank N. Write E = tr(PH) for the band energy and M = tr(H²) for the second moment. Both are real. For E this follows from Hermiticity and cyclicity:

tr(PH)* = tr((PH)†) = tr(HP) = tr(PH).

For M, use Hⱼᵢ = Hᵢⱼ*:

M = Σᵢⱼ Hᵢⱼ Hⱼᵢ = Σᵢⱼ |Hᵢⱼ|² ≥ 0,

and M = 0 only if H = 0.

The projector acts as the identity on its range and as zero on its kernel, so tr P = N. Now set B = P − (N/n)·1. Since tr H = 0,

tr(BH) = E − (N/n) tr H = E.

Since P² = P,

tr(B²) = N − 2(N/n)N + (N/n)²n = N(n − N)/n.

Call this number v. For every real x the matrix H − xB is Hermitian, so its second moment is nonnegative:

0 ≤ tr((H − xB)²) = M − 2xE + x²v.

A quadratic that is nonnegative for all real x has no positive discriminant, so 4E² − 4vM ≤ 0, and

|E| ≤ √(N(n − N)/n · tr H²).

If N = 0 or N = n, then v = 0 and the expression is linear in x; it can stay nonnegative only if E = 0, which agrees with the bound. The floor you asked for is the lower half of the inequality, E ≥ −√(vM).

**When the bound is reached.** Let 0 < N < n, so that v > 0. If |E| = √(vM), choose q = E/v. Then

tr((H − qB)²) = M − 2qE + q²v = M − E²/v = 0,

so H = qB. Conversely, H = cB with c real gives E = cv and M = c²v, hence |E| = |c|v = √(vM). Physically, the occupied states then all share one energy and the empty states share another, or H = 0. Your two-site model has H = −2B.

**When the trace is not zero.** Let t = tr H and apply the bound to H − (t/n)·1. The energy shifts by −Nt/n and the second moment becomes M − t²/n, so

|E − Nt/n| ≤ √(N(n − N)/n · (M − t²/n)).

For a finite, non-interacting tight-binding model in an orthonormal basis, this bounds the band energy from the matrix elements and the number of occupied states, without diagonalisation.

### What the Lean theorems say

An element of `Matrix (Fin n) (Fin n) ℂ` is a one-electron operator in n orthonormal orbitals. `IsOccupation P N` says that P is Hermitian, idempotent and of rank N. The occupied space may be any N-dimensional subspace, whether or not it is the ground state of H.

`bandEnergy P H` is the real part of tr(PH), and `bandEnergy_real` shows that nothing is lost by taking it. `secondMoment H` is the real part of tr(H²), a total that is not divided by n. `tracelessPart P` is the matrix B.

The main theorem, `abs_bandEnergy_le`, assumes n > 0, an occupation projector, and a Hermitian H with trace zero. The last condition puts the zero of energy at the mean level. `abs_bandEnergy_sub_centre_le` removes it by measuring energies from that mean.

`abs_bandEnergy_eq_iff` characterises equality for 0 < N < n. In an empty or full band with n ≥ 2 the equivalence fails: both sides of the bound vanish for every traceless H, but B = 0 has only the zero matrix as a multiple.

`abs_bandEnergy_le_witness` confirms that your two-site model meets the hypotheses and has energy −1; the value tr H² = 2 is not part of that theorem, but follows by hand from the two off-diagonal elements: |−1|² + |−1|² = 2.

Each of the n states holds at most one electron, so spin must either be included among the states or supplied as a factor afterwards. Fractional occupations, non-orthogonal orbitals and electron–electron interactions lie beyond this model.

```lean
import Mathlib

namespace BandEnergySecondMoment

noncomputable section

variable {n N : ℕ} {H P A B : Matrix (Fin n) (Fin n) ℂ}

/-- `P` is the orthogonal projector onto `N` occupied one-electron states. -/
structure IsOccupation (P : Matrix (Fin n) (Fin n) ℂ) (N : ℕ) : Prop where
  hermitian : P.IsHermitian
  idempotent : P * P = P
  rank_eq : P.rank = N

/-- The band energy: the real part of `tr (P H)`. -/
def bandEnergy (P H : Matrix (Fin n) (Fin n) ℂ) : ℝ := (P * H).trace.re

/-- The second moment of the spectrum: the real part of `tr (H²)`. -/
def secondMoment (H : Matrix (Fin n) (Fin n) ℂ) : ℝ := (H * H).trace.re

/-- A Hermitian matrix with its mean diagonal element subtracted, in dimension `n > 0`. -/
def tracelessPart (A : Matrix (Fin n) (Fin n) ℂ) : Matrix (Fin n) (Fin n) ℂ :=
  A - ((A.trace.re / n : ℝ) : ℂ) • (1 : Matrix (Fin n) (Fin n) ℂ)

/-- For Hermitian matrices the trace of the product is real, and equals the band energy. -/
theorem bandEnergy_real (hA : A.IsHermitian) (hB : B.IsHermitian) :
    ((bandEnergy A B : ℝ) : ℂ) = (A * B).trace := by
  apply Complex.conj_eq_iff_re.mp
  change star (A * B).trace = (A * B).trace
  rw [← Matrix.trace_conjTranspose, Matrix.conjTranspose_mul, hA.eq, hB.eq,
    Matrix.trace_mul_comm]

/-- The trace of an idempotent matrix is its rank. -/
theorem trace_eq_rank (hP : P * P = P) : P.trace = (P.rank : ℂ) := by
  have h : LinearMap.IsProj (LinearMap.range P.mulVecLin) P.mulVecLin := by
    refine ⟨fun x => LinearMap.mem_range_self _ x, ?_⟩
    rintro _ ⟨y, rfl⟩
    simp only [Matrix.mulVecLin_apply, Matrix.mulVec_mulVec, hP]
  have e : LinearMap.toMatrix' P.mulVecLin = P := by
    rw [← Matrix.toLin'_apply']
    exact LinearMap.toMatrix'_toLin' P
  have ht := h.trace
  rw [LinearMap.trace_eq_matrix_trace ℂ (Pi.basisFun ℂ (Fin n)),
    LinearMap.toMatrix_eq_toMatrix', e] at ht
  exact ht

/-- The second moment of a Hermitian matrix is the sum of the squared moduli of all its
matrix elements. -/
theorem secondMoment_eq_sum (hH : H.IsHermitian) :
    secondMoment H = ∑ i, ∑ j, Complex.normSq (H i j) := by
  simp only [secondMoment, Matrix.trace, Matrix.diag_apply, Matrix.mul_apply, Complex.re_sum]
  refine Finset.sum_congr rfl fun i _ => Finset.sum_congr rfl fun j _ => ?_
  rw [← hH.apply j i]
  simp [Complex.normSq_apply, Complex.mul_re]

/-- Subtracting a real multiple of one Hermitian matrix from another leaves it Hermitian. -/
theorem isHermitian_sub_smul (hA : A.IsHermitian) (hB : B.IsHermitian) (c : ℝ) :
    (A - (c : ℂ) • B).IsHermitian := by
  rw [Matrix.IsHermitian, Matrix.conjTranspose_sub, Matrix.conjTranspose_smul, hA.eq, hB.eq]
  simp

/-- The second moment of `H - c B` is a polynomial of degree at most two in the real number `c`. -/
theorem secondMoment_sub_smul (H B : Matrix (Fin n) (Fin n) ℂ) (c : ℝ) :
    secondMoment (H - (c : ℂ) • B) =
      secondMoment H - 2 * c * bandEnergy B H + c ^ 2 * secondMoment B := by
  simp only [secondMoment, bandEnergy, sub_mul, mul_sub, smul_mul_assoc, mul_smul_comm,
    Matrix.trace_sub, Matrix.trace_smul, smul_eq_mul, Matrix.trace_mul_comm H B,
    Complex.sub_re, Complex.re_ofReal_mul]
  ring

/-- In dimension `n > 0`, the traceless part of a projector onto `N` states has second moment
`N (n - N) / n`. -/
theorem secondMoment_occupation (hn : 0 < n) (hP : IsOccupation P N) :
    secondMoment (tracelessPart P) = N * (n - N) / n := by
  have ht : P.trace.re = N := by
    rw [trace_eq_rank hP.idempotent, hP.rank_eq, Complex.natCast_re]
  have hn' : (n : ℝ) ≠ 0 := by exact_mod_cast hn.ne'
  have hx : (N : ℝ) / n * n = N := div_mul_cancel₀ _ hn'
  rw [tracelessPart, secondMoment_sub_smul]
  simp only [secondMoment, bandEnergy, one_mul, hP.idempotent, ht, Matrix.trace_one,
    Fintype.card_fin, Complex.natCast_re]
  linear_combination ((N : ℝ) / n - 1) * hx

/-- For a traceless Hermitian Hamiltonian on `n > 0` orbitals, the band energy of any `N`
occupied states is at most `√(N (n - N) / n · tr H²)` in absolute value. -/
theorem abs_bandEnergy_le (hn : 0 < n) (hP : IsOccupation P N) (hH : H.IsHermitian)
    (h0 : H.trace = 0) :
    |bandEnergy P H| ≤ √(N * (n - N) / n * secondMoment H) := by
  have hE : bandEnergy (tracelessPart P) H = bandEnergy P H := by
    simp [bandEnergy, tracelessPart, sub_mul, h0]
  have hB : (tracelessPart P).IsHermitian :=
    isHermitian_sub_smul hP.hermitian Matrix.isHermitian_one _
  -- the second moment of `H - x B` is nonnegative for every real `x`
  have key : ∀ x : ℝ, 0 ≤ (N * (n - N) / n : ℝ) * (x * x) + (-2 * bandEnergy P H) * x
      + secondMoment H := by
    intro x
    have h := secondMoment_sub_smul H (tracelessPart P) x
    rw [secondMoment_occupation hn hP, hE] at h
    have h' : 0 ≤ secondMoment (H - (x : ℂ) • tracelessPart P) := by
      rw [secondMoment_eq_sum (isHermitian_sub_smul hH hB x)]
      exact Finset.sum_nonneg fun i _ => Finset.sum_nonneg fun j _ => Complex.normSq_nonneg _
    linarith
  -- hence its discriminant is not positive
  have hd := discrim_le_zero key
  unfold discrim at hd
  apply Real.abs_le_sqrt
  linarith

/-- For a partly filled band, `0 < N < n`, a traceless Hermitian Hamiltonian reaches the bound
exactly when it is a real multiple of the traceless part of the projector. -/
theorem abs_bandEnergy_eq_iff (hN : 0 < N) (hNn : N < n) (hP : IsOccupation P N)
    (hH : H.IsHermitian) (h0 : H.trace = 0) :
    |bandEnergy P H| = √(N * (n - N) / n * secondMoment H) ↔
      ∃ c : ℝ, H = (c : ℂ) • tracelessPart P := by
  have hE : bandEnergy (tracelessPart P) H = bandEnergy P H := by
    simp [bandEnergy, tracelessPart, sub_mul, h0]
  have hB : (tracelessPart P).IsHermitian :=
    isHermitian_sub_smul hP.hermitian Matrix.isHermitian_one _
  have hv := secondMoment_occupation (hN.trans hNn) hP
  have hpos : (0 : ℝ) < N * (n - N) / n :=
    div_pos (mul_pos (by exact_mod_cast hN) (sub_pos.mpr (by exact_mod_cast hNn)))
      (by exact_mod_cast hN.trans hNn)
  obtain ⟨v, hv'⟩ : ∃ v : ℝ, v = N * (n - N) / n := ⟨_, rfl⟩
  rw [← hv'] at hv hpos ⊢
  constructor
  · intro h
    have hS : 0 ≤ secondMoment H := by
      rw [secondMoment_eq_sum hH]
      exact Finset.sum_nonneg fun i _ => Finset.sum_nonneg fun j _ => Complex.normSq_nonneg _
    have h2 : bandEnergy P H ^ 2 = v * secondMoment H := by
      rw [← sq_abs, h, Real.sq_sqrt (mul_nonneg hpos.le hS)]
    obtain ⟨q, hq⟩ : ∃ q : ℝ, q * v = bandEnergy P H :=
      ⟨bandEnergy P H / v, div_mul_cancel₀ _ hpos.ne'⟩
    have hS2 : secondMoment H = q ^ 2 * v := mul_left_cancel₀ hpos.ne' (by
      linear_combination -h2 - (q * v + bandEnergy P H) * hq)
    -- the remainder `H - q B` has zero second moment, so it vanishes
    have hz : secondMoment (H - (q : ℂ) • tracelessPart P) = 0 := by
      rw [secondMoment_sub_smul, hE, hv]
      linear_combination hS2 + 2 * q * hq
    rw [secondMoment_eq_sum (isHermitian_sub_smul hH hB q)] at hz
    refine ⟨q, sub_eq_zero.mp ?_⟩
    ext i j
    have h3 := (Finset.sum_eq_zero_iff_of_nonneg (fun i _ =>
      Finset.sum_nonneg fun j _ => Complex.normSq_nonneg _)).mp hz i (Finset.mem_univ i)
    have h4 := (Finset.sum_eq_zero_iff_of_nonneg (fun j _ =>
      Complex.normSq_nonneg _)).mp h3 j (Finset.mem_univ j)
    exact Complex.normSq_eq_zero.mp h4
  · rintro ⟨c, hc⟩
    have e1 : bandEnergy P H = c * v := by
      rw [← hE, ← hv, hc]
      simp only [bandEnergy, secondMoment, mul_smul_comm, Matrix.trace_smul, smul_eq_mul,
        Complex.re_ofReal_mul]
    have e2 : secondMoment H = c * (c * v) := by
      rw [← hv, hc]
      simp only [secondMoment, mul_smul_comm, smul_mul_assoc, Matrix.trace_smul, smul_eq_mul,
        Complex.re_ofReal_mul]
    rw [e1, e2, show v * (c * (c * v)) = (c * v) ^ 2 by ring, Real.sqrt_sq_eq_abs]

/-- For any Hermitian Hamiltonian on `n > 0` orbitals, the band energy measured from the band centre
`tr H / n` is at most `√(N (n - N) / n · M)` in absolute value, where `N` is the number of occupied
states and `M = tr H² - (tr H)² / n` is the second moment about that centre. -/
theorem abs_bandEnergy_sub_centre_le (hn : 0 < n) (hP : IsOccupation P N)
    (hH : H.IsHermitian) :
    |bandEnergy P H - N * (H.trace.re / n)| ≤
      √(N * (n - N) / n * (secondMoment H - H.trace.re ^ 2 / n)) := by
  have hn' : (n : ℝ) ≠ 0 := by exact_mod_cast hn.ne'
  have hnC : (n : ℂ) ≠ 0 := by exact_mod_cast hn.ne'
  have ht : P.trace.re = N := by
    rw [trace_eq_rank hP.idempotent, hP.rank_eq, Complex.natCast_re]
  have hr : ((H.trace.re : ℝ) : ℂ) = H.trace := by
    have h := bandEnergy_real hH Matrix.isHermitian_one
    rwa [bandEnergy, mul_one] at h
  have h0 : (tracelessPart H).trace = 0 := by
    rw [tracelessPart, Matrix.trace_sub, Matrix.trace_smul, Matrix.trace_one,
      Fintype.card_fin, smul_eq_mul, Complex.ofReal_div, Complex.ofReal_natCast, hr,
      div_mul_cancel₀ _ hnC, sub_self]
  have e1 : bandEnergy P (tracelessPart H) = bandEnergy P H - N * (H.trace.re / n) := by
    simp only [bandEnergy, tracelessPart, mul_sub, mul_smul_comm, mul_one, Matrix.trace_sub,
      Matrix.trace_smul, smul_eq_mul, Complex.sub_re, Complex.re_ofReal_mul, ht]
    ring
  have e2 : secondMoment (tracelessPart H) = secondMoment H - H.trace.re ^ 2 / n := by
    have hx : H.trace.re / n * n = H.trace.re := div_mul_cancel₀ _ hn'
    rw [tracelessPart, secondMoment_sub_smul]
    simp only [secondMoment, bandEnergy, one_mul, Matrix.trace_one, Fintype.card_fin,
      Complex.natCast_re]
    linear_combination (H.trace.re / n) * hx
  -- apply the traceless bound to the shifted Hamiltonian
  have h := abs_bandEnergy_le hn hP
    (isHermitian_sub_smul hH Matrix.isHermitian_one (H.trace.re / n)) h0
  change |bandEnergy P (tracelessPart H)| ≤
    √(N * (n - N) / n * secondMoment (tracelessPart H)) at h
  rwa [e1, e2] at h

/-- Two sites with hopping `-1` and the symmetric orbital filled: the projector has rank one,
the Hamiltonian is Hermitian and traceless, and the band energy is `-1`. -/
theorem abs_bandEnergy_le_witness :
    IsOccupation (!![1 / 2, 1 / 2; 1 / 2, 1 / 2] : Matrix (Fin 2) (Fin 2) ℂ) 1 ∧
    (!![0, -1; -1, 0] : Matrix (Fin 2) (Fin 2) ℂ).IsHermitian ∧
    (!![0, -1; -1, 0] : Matrix (Fin 2) (Fin 2) ℂ).trace = 0 ∧
    bandEnergy !![1 / 2, 1 / 2; 1 / 2, 1 / 2] !![0, -1; -1, 0] = -1 := by
  have hid : (!![1 / 2, 1 / 2; 1 / 2, 1 / 2] : Matrix (Fin 2) (Fin 2) ℂ) *
      !![1 / 2, 1 / 2; 1 / 2, 1 / 2] = !![1 / 2, 1 / 2; 1 / 2, 1 / 2] := by
    rw [Matrix.mul_fin_two]
    norm_num
  refine ⟨⟨?_, hid, ?_⟩, ?_, ?_, ?_⟩
  · ext i j
    fin_cases i <;> fin_cases j <;> simp [Matrix.conjTranspose_apply]
  · have h := trace_eq_rank hid
    rw [Matrix.trace_fin_two_of, add_halves] at h
    exact_mod_cast h.symm
  · ext i j
    fin_cases i <;> fin_cases j <;> simp [Matrix.conjTranspose_apply]
  · rw [Matrix.trace_fin_two_of, add_zero]
  · rw [bandEnergy, Matrix.mul_fin_two, Matrix.trace_fin_two_of]
    norm_num

end

end BandEnergySecondMoment
```

```lean
#print axioms BandEnergySecondMoment.abs_bandEnergy_eq_iff
#print axioms BandEnergySecondMoment.abs_bandEnergy_sub_centre_le
```

```
'BandEnergySecondMoment.abs_bandEnergy_eq_iff' depends on axioms: [propext, Classical.choice, Quot.sound]
'BandEnergySecondMoment.abs_bandEnergy_sub_centre_le' depends on axioms: [propext, Classical.choice, Quot.sound]
```

### From the trace of a projector to the discriminant

`trace_eq_rank` shows that P, as a linear map, is a projection onto its own range. Mathlib's result for such maps gives the dimension of the range as the trace, and the remaining lines translate this back to matrices. `secondMoment_eq_sum` expands tr(H²) and uses Hermiticity to turn each term into a squared modulus.

`secondMoment_sub_smul` is the expansion of tr((H − cB)²), with c in the role of x; it needs only cyclicity of the trace, not Hermiticity. With P in place of H and the identity in place of B, the same lemma gives the second moment of P − (N/n)·1, which is N(n − N)/n, in `secondMoment_occupation`.

In `abs_bandEnergy_le`, `hE` states that B and P give the same energy. The step `key` is the nonnegative quadratic: `isHermitian_sub_smul` keeps H − xB Hermitian, so its second moment is a sum of squares. `discrim_le_zero` then gives the discriminant inequality, including the case v = 0, and `Real.abs_le_sqrt` converts E² ≤ vM into the stated bound.

The forward half of `abs_bandEnergy_eq_iff` squares the equality, introduces q through q·v = E, and obtains zero second moment for H − qB in `hz`. Applying `Finset.sum_eq_zero_iff_of_nonneg` to the outer and then the inner sum makes every matrix element vanish. The reverse half computes E and M for H = cB and finishes with √((cv)²) = |cv|.

For a general trace, `abs_bandEnergy_sub_centre_le` proves that the shifted Hamiltonian is traceless, computes its energy and second moment in `e1` and `e2`, and applies the main theorem. In the two-site example, idempotence is checked by multiplying the matrices, and the rank is then read from the trace, 1/2 + 1/2 = 1.
